# Quaternion products of explicit literals left unexpanded by norm_num: −i/2 as the inverse of 2i, and its product with j

The theorem `born_series_error_witness` concerns three fixed real quaternions, M = 2i, G₀ = −i/2 and V = j, with the usual units i² = j² = k² = −1 and ij = k. It states that G₀M = MG₀ = 1, that ‖G₀V‖ = 1/2 in the Euclidean norm on the four real components, and that G₀V ≠ VG₀. By hand, G₀V = −k/2 while VG₀ = k/2. The normed ring `A` declared in the file plays no part in the statement. The attempt reduces everything to real components: `ext` for the two inverse identities, `Quaternion.normSq_def'` for the squared norm 1/4, and the `imK` component for non-commutation, each followed by `norm_num` unfolding the definitions.

The first attempt, which Lean rejects:

```lean
import Mathlib

open Filter Topology
open scoped Quaternion

namespace BornSeriesResolventError

noncomputable section

variable {A : Type*} [NormedRing A]

/-- The quaternions `M = 2i`, `G₀ = -i/2`, `V = j` satisfy `G₀ M = M G₀ = 1` and
`‖G₀ V‖ = 1/2`, and `G₀` does not commute with `V`. -/
theorem born_series_error_witness :
    let M : ℍ[ℝ] := ⟨0, 2, 0, 0⟩
    let G0 : ℍ[ℝ] := ⟨0, -1 / 2, 0, 0⟩
    let V : ℍ[ℝ] := ⟨0, 0, 1, 0⟩
    G0 * M = 1 ∧ M * G0 = 1 ∧ ‖G0 * V‖ = 1 / 2 ∧ G0 * V ≠ V * G0 := by
  intro M G0 V
  refine ⟨?_, ?_, ?_, ?_⟩
  · ext <;> norm_num [M, G0]
  · ext <;> norm_num [M, G0]
  · have h := Quaternion.normSq_eq_norm_mul_self (G0 * V)
    have h2 : Quaternion.normSq (G0 * V) = 1 / 4 := by
      rw [Quaternion.normSq_def']
      norm_num [G0, V]
    rw [h2] at h
    have h3 := norm_nonneg (G0 * V)
    apply le_antisymm <;> nlinarith
  · intro h
    have h2 : (G0 * V).imK = (V * G0).imK := by rw [h]
    norm_num [G0, V] at h2

end

end BornSeriesResolventError
```

Compiling this gives:

```
Main.lean:21:2: error: unsolved goals
case refine_1.a
M : ℍ := { re := 0, imI := 2, imJ := 0, imK := 0 }
G0 : ℍ := { re := 0, imI := -1 / 2, imJ := 0, imK := 0 }
V : ℍ := { re := 0, imI := 0, imJ := 1, imK := 0 }
⊢ ({ re := 0, imI := -(1 / 2), imJ := 0, imK := 0 } * { re := 0, imI := 2, imJ := 0, imK := 0 }).re = 1

case a
M : ℍ := { re := 0, imI := 2, imJ := 0, imK := 0 }
G0 : ℍ := { re := 0, imI := -1 / 2, imJ := 0, imK := 0 }
V : ℍ := { re := 0, imI := 0, imJ := 1, imK := 0 }
⊢ ({ re := 0, imI := -(1 / 2), imJ := 0, imK := 0 } * { re := 0, imI := 2, imJ := 0, imK := 0 }).imI = 0

case refine_1.a
M : ℍ := { re := 0, imI := 2, imJ := 0, imK := 0 }
G0 : ℍ := { re := 0, imI := -1 / 2, imJ := 0, imK := 0 }
V : ℍ := { re := 0, imI := 0, imJ := 1, imK := 0 }
⊢ ({ re := 0, imI := -(1 / 2), imJ := 0, imK := 0 } * { re := 0, imI := 2, imJ := 0, imK := 0 }).imJ = 0

case refine_1.a
M : ℍ := { re := 0, imI := 2, imJ := 0, imK := 0 }
G0 : ℍ := { re := 0, imI := -1 / 2, imJ := 0, imK := 0 }
V : ℍ := { re := 0, imI := 0, imJ := 1, imK := 0 }
⊢ ({ re := 0, imI := -(1 / 2), imJ := 0, imK := 0 } * { re := 0, imI := 2, imJ := 0, imK := 0 }).imK = 0
Main.lean:22:2: error: unsolved goals
case refine_2.a
M : ℍ := { re := 0, imI := 2, imJ := 0, imK := 0 }
G0 : ℍ := { re := 0, imI := -1 / 2, imJ := 0, imK := 0 }
V : ℍ := { re := 0, imI := 0, imJ := 1, imK := 0 }
⊢ ({ re := 0, imI := 2, imJ := 0, imK := 0 } * { re := 0, imI := -(1 / 2), imJ := 0, imK := 0 }).re = 1

case a
M : ℍ := { re := 0, imI := 2, imJ := 0, imK := 0 }
G0 : ℍ := { re := 0, imI := -1 / 2, imJ := 0, imK := 0 }
V : ℍ := { re := 0, imI := 0, imJ := 1, imK := 0 }
⊢ ({ re := 0, imI := 2, imJ := 0, imK := 0 } * { re := 0, imI := -(1 / 2), imJ := 0, imK := 0 }).imI = 0

case refine_2.a
M : ℍ := { re := 0, imI := 2, imJ := 0, imK := 0 }
G0 : ℍ := { re := 0, imI := -1 / 2, imJ := 0, imK := 0 }
V : ℍ := { re := 0, imI := 0, imJ := 1, imK := 0 }
⊢ ({ re := 0, imI := 2, imJ := 0, imK := 0 } * { re := 0, imI := -(1 / 2), imJ := 0, imK := 0 }).imJ = 0

case refine_2.a
M : ℍ := { re := 0, imI := 2, imJ := 0, imK := 0 }
G0 : ℍ := { re := 0, imI := -1 / 2, imJ := 0, imK := 0 }
V : ℍ := { re := 0, imI := 0, imJ := 1, imK := 0 }
⊢ ({ re := 0, imI := 2, imJ := 0, imK := 0 } * { re := 0, imI := -(1 / 2), imJ := 0, imK := 0 }).imK = 0
Main.lean:24:52: error: unsolved goals
M : ℍ := { re := 0, imI := 2, imJ := 0, imK := 0 }
G0 : ℍ := { re := 0, imI := -1 / 2, imJ := 0, imK := 0 }
V : ℍ := { re := 0, imI := 0, imJ := 1, imK := 0 }
h : Quaternion.normSq (G0 * V) = ‖G0 * V‖ * ‖G0 * V‖
⊢ ({ re := 0, imI := -(1 / 2), imJ := 0, imK := 0 } * { re := 0, imI := 0, imJ := 1, imK := 0 }).re ^ 2 +
          ({ re := 0, imI := -(1 / 2), imJ := 0, imK := 0 } * { re := 0, imI := 0, imJ := 1, imK := 0 }).imI ^ 2 +
        ({ re := 0, imI := -(1 / 2), imJ := 0, imK := 0 } * { re := 0, imI := 0, imJ := 1, imK := 0 }).imJ ^ 2 +
      ({ re := 0, imI := -(1 / 2), imJ := 0, imK := 0 } * { re := 0, imI := 0, imJ := 1, imK := 0 }).imK ^ 2 =
    1 / 4
Main.lean:30:2: error: unsolved goals
case refine_4
M : ℍ := { re := 0, imI := 2, imJ := 0, imK := 0 }
G0 : ℍ := { re := 0, imI := -1 / 2, imJ := 0, imK := 0 }
V : ℍ := { re := 0, imI := 0, imJ := 1, imK := 0 }
h : G0 * V = V * G0
h2 :
  ({ re := 0, imI := -(1 / 2), imJ := 0, imK := 0 } * { re := 0, imI := 0, imJ := 1, imK := 0 }).imK =
    ({ re := 0, imI := 0, imJ := 1, imK := 0 } * { re := 0, imI := -(1 / 2), imJ := 0, imK := 0 }).imK
⊢ False
```

Lean accepts the file once it reads:

```diff
@@ -18,10 +18,24 @@
     G0 * M = 1 ∧ M * G0 = 1 ∧ ‖G0 * V‖ = 1 / 2 ∧ G0 * V ≠ V * G0 := by
   intro M G0 V
+  -- components of the quaternion product
+  have hr : ∀ a b : ℍ[ℝ], (a * b).re
+      = a.re * b.re - a.imI * b.imI - a.imJ * b.imJ - a.imK * b.imK := fun a b => by
+    simp
+  have hi : ∀ a b : ℍ[ℝ], (a * b).imI
+      = a.re * b.imI + a.imI * b.re + a.imJ * b.imK - a.imK * b.imJ := fun a b => by
+    simp
+  have hj : ∀ a b : ℍ[ℝ], (a * b).imJ
+      = a.re * b.imJ - a.imI * b.imK + a.imJ * b.re + a.imK * b.imI := fun a b => by
+    simp
+  have hk : ∀ a b : ℍ[ℝ], (a * b).imK
+      = a.re * b.imK + a.imI * b.imJ - a.imJ * b.imI + a.imK * b.re := fun a b => by
+    simp
   refine ⟨?_, ?_, ?_, ?_⟩
-  · ext <;> norm_num [M, G0]
-  · ext <;> norm_num [M, G0]
+  · ext <;> simp only [hr, hi, hj, hk] <;> norm_num [M, G0]
+  · ext <;> simp only [hr, hi, hj, hk] <;> norm_num [M, G0]
   · have h := Quaternion.normSq_eq_norm_mul_self (G0 * V)
     have h2 : Quaternion.normSq (G0 * V) = 1 / 4 := by
       rw [Quaternion.normSq_def']
+      simp only [hr, hi, hj, hk]
       norm_num [G0, V]
     rw [h2] at h
@@ -30,4 +44,5 @@
   · intro h
     have h2 : (G0 * V).imK = (V * G0).imK := by rw [h]
+    rw [hk, hk] at h2
     norm_num [G0, V] at h2
 
```

Diagnosis. All four messages show the same obstacle. `norm_num [M, G0]` and `norm_num [G0, V]` unfold the names into structure literals and rewrite `-1 / 2` as `-(1 / 2)`, but a term such as `({ … } * { … }).re` stays unexpanded, so there is no real arithmetic to evaluate. Lines 21 and 22 each leave four component goals, line 24 leaves the sum of four squared components, and line 30 leaves `False` with `h2` an unevaluated equation of `imK` parts. The messages show that the expansion does not happen on literals, not why.

The repair states the product formulas `hr`, `hi`, `hj`, `hk` for arbitrary `a b : ℍ[ℝ]`, where `simp` proves them, and applies them before unfolding, while the products are still written with `M`, `G0`, `V`. `simp only [hr, hi, hj, hk]` does this after `ext` and after `rw [Quaternion.normSq_def']`; `rw [hk, hk] at h2` expands one side of `h2`, then the other. Only components of single quaternions remain, which `norm_num` evaluates: the inverse identities and the value 1/4 follow, and `h2` becomes −1/2 = 1/2, which is false.
